# A plane wave on a chain gains the phase factor e^{iq} from one site to the next

On a chain with lattice constant one, whose sites are labelled by all the integers, a plane-wave displacement has the value A e^{iqn} at site n. The lemma states that its value at site n + 1 is its value at site n times e^{iq}, for any complex amplitude A, any real wave number q and any integer n. It concerns only the form of the wave: no equation of motion or boundary condition enters. The attempt unfolds the definition, regroups the product on the right so that the two exponentials can be merged into one, and then compares the exponents.

In Lean, a first try:

```lean
import Mathlib

namespace BondChargeChain

noncomputable section

/-- Plane-wave displacement with amplitude `A` and wave number `q` (lattice constant one). -/
def planeWave (A : ℂ) (q : ℝ) (n : ℤ) : ℂ := A * Complex.exp (q * Complex.I * n)

lemma planeWave_succ (A : ℂ) (q : ℝ) (n : ℤ) :
    planeWave A q (n + 1) = planeWave A q n * Complex.exp (q * Complex.I) := by
  unfold planeWave
  rw [mul_assoc, ← Complex.exp_add]
  congr 2
  push_cast
  ring

end

end BondChargeChain
```

Messages:

```
Main.lean:13:17: error: Tactic `rewrite` failed: Did not find an occurrence of the pattern
  Complex.exp ?x * Complex.exp ?y
in the target expression
  A * Complex.exp (↑q * (Complex.I * ↑(n + 1))) = A * Complex.exp (↑q * Complex.I * ↑n) * Complex.exp (↑q * Complex.I)

A : ℂ
q : ℝ
n : ℤ
⊢ A * Complex.exp (↑q * (Complex.I * ↑(n + 1))) = A * Complex.exp (↑q * Complex.I * ↑n) * Complex.exp (↑q * Complex.I)
```

The repair, with which the file compiles:

```diff
@@ -11,5 +11,5 @@
     planeWave A q (n + 1) = planeWave A q n * Complex.exp (q * Complex.I) := by
   unfold planeWave
-  rw [mul_assoc, ← Complex.exp_add]
+  rw [mul_assoc A, ← Complex.exp_add]
   congr 2
   push_cast
```

What went wrong. The message says that `rw` found no product of two exponentials to merge with `← Complex.exp_add`. The fault lies in the step before. Given without arguments, `mul_assoc` can match any product of the form `a * b * c`, and `rw` settled on the one inside the exponent on the left, `q * Complex.I * ↑(n + 1)`. The printed goal shows it regrouped as `↑q * (Complex.I * ↑(n + 1))`. The right side was left as `A * Complex.exp … * Complex.exp …`, which Lean reads as `(A * Complex.exp …) * Complex.exp …`, so the two exponentials are not the two factors of any single product.

Writing `mul_assoc A` fixes the first factor as `A`. The exponent, which begins with `↑q`, no longer matches, and the rewrite falls on the right side, giving `A * (Complex.exp … * Complex.exp …)`. There `← Complex.exp_add` finds its pattern and merges the exponentials, and the remaining steps, which are unchanged, close the proof.
